# A SHAKE step of a planar rotor is a torque balance in the sines of successive turns

In a simulation with rigid bonds, each SHAKE step first moves the atoms as if the bonds were absent, and then shifts them along the old bond directions until the bond lengths are right again. The size of the shift is an unknown multiplier, usually found by iteration. For a single particle held at unit distance from a fixed origin in a plane, the multiplier can be eliminated by hand. What remains is one equation for the angles, against which the output of a constraint solver for this one-particle model can be compared.

## The rotor and its constrained step

Let \(u_0,u_1,u_2\) be three successive angles, and let

\[
x_k=(\cos u_k,\sin u_k)
\]

be the corresponding positions. The particle has mass \(m\), the time step is \(h\), and the external force at the middle position is \(F=(F_0,F_1)\), with \(F_0=F_x\) and \(F_1=F_y\). The SHAKE equation is

\[
m(x_2-2x_1+x_0)=h^2F+l\,x_1
\]

for some real \(l\). The last term stands for the rod. The constraint \(|x|^2=1\) has gradient \(2x\), so an ideal constraint force at the middle position points along \(x_1\). The factor 2 and the factor \(h^2\) are absorbed in \(l\).

In Lean 4 with Mathlib:

```lean
import Mathlib

open Real

namespace ShakePlanarRotor

noncomputable section
```

Positions and forces have type `Fin 2 → ℝ`, that is, pairs of real numbers with indices 0 and 1. The function `rotor` turns an angle into a position, so all three positions have unit length by construction.

```lean
/-- Position of a planar rotor of unit length at angle `u`. -/
def rotor (u : ℝ) : Fin 2 → ℝ := ![cos u, sin u]
```

The torque about the origin at angle \(u\) is \(\tau(F,u)=F_1\cos u-F_0\sin u\). Because the rod has unit length, it is also the tangential component of the force.

```lean
/-- Torque of the force `F` about the origin when it acts on the rotor at angle `u`. -/
def torque (F : Fin 2 → ℝ) (u : ℝ) : ℝ := F 1 * cos u - F 0 * sin u
```

The proposition `ShakeStep` says that a suitable multiplier exists. It describes exact solutions of the constrained equation, and says nothing about the convergence or the tolerance of an iteration that looks for them. The angles are real numbers, so angles that differ by a full turn count as different although they give the same position.

```lean
/-- One SHAKE step with mass `m`, time step `h` and force `F`: the three successive positions obey
the Verlet equation with a constraint force along the middle position. -/
def ShakeStep (m h : ℝ) (F : Fin 2 → ℝ) (u₀ u₁ u₂ : ℝ) : Prop :=
  ∃ l : ℝ, m • (rotor u₂ - (2 : ℝ) • rotor u₁ + rotor u₀) = h ^ 2 • F + l • rotor u₁
```

## (a) The vector equation in components

**Task.** Write the SHAKE equation with a given multiplier \(l\) as two scalar equations.

**Solution.** Two vectors in the plane are equal exactly when both components agree. Inserting the positions gives

\[
\begin{aligned}
m(\cos u_2-2\cos u_1+\cos u_0)&=h^2F_0+l\cos u_1,\\
m(\sin u_2-2\sin u_1+\sin u_0)&=h^2F_1+l\sin u_1 .
\end{aligned}
\]

In `verlet_components`, the rewriting step replaces equality of functions on `Fin 2` by equality at the indices 0 and 1, and `simp [rotor]` inserts the cosines and sines. Neither \(m\) nor \(h\) is restricted in sign.

```lean
/-- The constrained Verlet equation written in Cartesian components. -/
theorem verlet_components (m h l : ℝ) (F : Fin 2 → ℝ) (u₀ u₁ u₂ : ℝ) :
    m • (rotor u₂ - (2 : ℝ) • rotor u₁ + rotor u₀) = h ^ 2 • F + l • rotor u₁ ↔
      m * (cos u₂ - 2 * cos u₁ + cos u₀) = h ^ 2 * F 0 + l * cos u₁ ∧
      m * (sin u₂ - 2 * sin u₁ + sin u₀) = h ^ 2 * F 1 + l * sin u₁ := by
  rw [funext_iff, Fin.forall_fin_two]
  simp [rotor]
```

## (b) Tangential and radial projections

**Task.** Show that the two component equations are equivalent to a torque balance together with an explicit formula for \(l\).

**Solution.** Call the component equations \(X\) and \(Y\). The unit vectors along the tangent and the radius at \(u_1\) are \((-\sin u_1,\cos u_1)\) and \((\cos u_1,\sin u_1)\). The tangential projection is \(\cos u_1\,Y-\sin u_1\,X\). The terms with \(l\) and with \(2x_1\) cancel, and the subtraction formula for the sine gives

\[
m\bigl(\sin(u_2-u_1)+\sin(u_0-u_1)\bigr)=h^2(F_1\cos u_1-F_0\sin u_1).
\]

Since \(\sin(u_0-u_1)=-\sin(u_1-u_0)\), this is

\[
m\bigl(\sin(u_2-u_1)-\sin(u_1-u_0)\bigr)=h^2\tau(F,u_1). \tag{T}
\]

The radial projection is \(\cos u_1\,X+\sin u_1\,Y\). With \(\cos^2u_1+\sin^2u_1=1\) it becomes

\[
m\bigl(\cos(u_2-u_1)+\cos(u_1-u_0)-2\bigr)=h^2(F_0\cos u_1+F_1\sin u_1)+l,
\]

and solving for \(l\) gives

\[
l=m\bigl(\cos(u_2-u_1)+\cos(u_1-u_0)-2\bigr)-h^2(F_0\cos u_1+F_1\sin u_1). \tag{R}
\]

Conversely, the tangent and the radius form an orthonormal basis of the plane. A vector is therefore recovered from its two projections: \(X\) is \(\cos u_1\) times the radial equation minus \(\sin u_1\) times the tangential one, and \(Y\) is \(\sin u_1\) times the radial equation plus \(\cos u_1\) times the tangential one.

The theorem `verlet_iff_torque_and_multiplier` states this equivalence for each fixed \(l\). Its proof expands the sines and cosines of differences and then gives the combinations above to `linear_combination`. The terms with `P` account for the uses of \(\sin^2u_1+\cos^2u_1=1\). The minus signs in front of `R` appear because the formula has \(l\) alone on the left.

```lean
/-- The constrained Verlet equation with multiplier `l` is equivalent to a torque balance together
with an explicit formula for `l`. -/
theorem verlet_iff_torque_and_multiplier (m h l : ℝ) (F : Fin 2 → ℝ) (u₀ u₁ u₂ : ℝ) :
    m • (rotor u₂ - (2 : ℝ) • rotor u₁ + rotor u₀) = h ^ 2 • F + l • rotor u₁ ↔
      m * (sin (u₂ - u₁) - sin (u₁ - u₀)) = h ^ 2 * torque F u₁ ∧
      l = m * (cos (u₂ - u₁) + cos (u₁ - u₀) - 2)
        - h ^ 2 * (F 0 * cos u₁ + F 1 * sin u₁) := by
  have P := sin_sq_add_cos_sq u₁
  rw [verlet_components, sin_sub, sin_sub, cos_sub, cos_sub, torque]
  constructor
  · -- project on the tangent and on the radius
    rintro ⟨X, Y⟩
    constructor
    · linear_combination cos u₁ * Y - sin u₁ * X
    · linear_combination -(cos u₁ * X + sin u₁ * Y) - (l + 2 * m) * P
  · -- rebuild the Cartesian components from the two projections
    rintro ⟨T, R⟩
    constructor
    · linear_combination -cos u₁ * R - sin u₁ * T
        - (m * (cos u₂ + cos u₀) - h ^ 2 * F 0) * P
    · linear_combination -sin u₁ * R + cos u₁ * T
        - (m * (sin u₂ + sin u₀) - h ^ 2 * F 1) * P
```

## (c) Elimination of the multiplier

**Task.** Show that the angles form a SHAKE step, for some \(l\), exactly when

\[
m\bigl(\sin(u_2-u_1)-\sin(u_1-u_0)\bigr)=h^2(F_1\cos u_1-F_0\sin u_1).
\]

**Solution.** If some \(l\) satisfies the vector equation, part (b) gives (T). If (T) holds, define \(l\) by (R). Both conditions of part (b) are then met, so the vector equation holds with this \(l\).

The theorem `shakeStep_iff` holds for every real \(m\), and so in particular for a physical mass \(m>0\). In the second half of the proof the underscore leaves the multiplier open, and `rfl` fixes it as the right-hand side of (R).

The limit of small turns is familiar. To leading order each sine equals its argument, and the balance becomes

\[
m(u_2-2u_1+u_0)\approx h^2\tau(F,u_1),
\]

which is the ordinary Verlet equation for the angle, with moment of inertia \(m\) for unit length.

```lean
/-- Three successive angles form a SHAKE step exactly when the change of `m sin(Δu)` equals
`h ^ 2` times the torque at the middle angle. -/
theorem shakeStep_iff (m h : ℝ) (F : Fin 2 → ℝ) (u₀ u₁ u₂ : ℝ) :
    ShakeStep m h F u₀ u₁ u₂ ↔
      m * (sin (u₂ - u₁) - sin (u₁ - u₀)) = h ^ 2 * (F 1 * cos u₁ - F 0 * sin u₁) := by
  constructor
  · rintro ⟨l, hl⟩
    exact ((verlet_iff_torque_and_multiplier m h l F u₀ u₁ u₂).1 hl).1
  · intro T
    exact ⟨_, (verlet_iff_torque_and_multiplier m h _ F u₀ u₁ u₂).2 ⟨T, rfl⟩⟩
```

## (d) Angular momentum along a trajectory

**Task.** Let angles \(u_0,u_1,u_2,\dots\) and forces \(F^{(0)},F^{(1)},\dots\) be given, such that \(u_k,u_{k+1},u_{k+2}\) form a SHAKE step with force \(F^{(k)}\) for every \(k\). Express \(m\sin(u_{n+1}-u_n)\) by its initial value and the torques.

**Solution.** The quantity has a direct meaning. The cross product of \(x_n\) with \(m(x_{n+1}-x_n)/h\) is \(m\sin(u_{n+1}-u_n)/h\), so \(m\sin(u_{n+1}-u_n)\) is \(h\) times a discrete angular momentum. By part (c), each step changes it by

\[
m\sin(u_{k+2}-u_{k+1})-m\sin(u_{k+1}-u_k)=h^2\tau(F^{(k)},u_{k+1}).
\]

Summing over \(k=0,\dots,n-1\), the left side telescopes:

\[
m\sin(u_{n+1}-u_n)=m\sin(u_1-u_0)+h^2\sum_{k=0}^{n-1}\tau(F^{(k)},u_{k+1}).
\]

For \(n=0\) the sum is empty and both sides agree. If all torques vanish, the discrete angular momentum is conserved exactly, whatever the size of the time step.

In `angular_momentum_balance`, the force with index `k` acts at the middle angle `u (k + 1)`. The telescoping sum is carried out by induction: `step` is the balance for the newest triple of angles, and it is added to the induction hypothesis `ih`.

```lean
/-- Along a SHAKE trajectory, `m sin(Δu)` after `n` steps is its initial value plus `h ^ 2` times
the sum of the torques met on the way. -/
theorem angular_momentum_balance (m h : ℝ) (F : ℕ → Fin 2 → ℝ) (u : ℕ → ℝ)
    (hu : ∀ k, ShakeStep m h (F k) (u k) (u (k + 1)) (u (k + 2))) (n : ℕ) :
    m * sin (u (n + 1) - u n) =
      m * sin (u 1 - u 0) + h ^ 2 * ∑ k ∈ Finset.range n, torque (F k) (u (k + 1)) := by
  induction n with
  | zero => simp
  | succ n ih =>
    have step : m * (sin (u (n + 1 + 1) - u (n + 1)) - sin (u (n + 1) - u n)) =
        h ^ 2 * torque (F n) (u (n + 1)) := (shakeStep_iff _ _ _ _ _ _).1 (hu n)
    rw [Finset.sum_range_succ]
    linear_combination ih + step
```

## (e) The next angle as an arcsine

**Task.** Let \(m>0\) and suppose that \(|m\sin(u_1-u_0)+h^2\tau(F,u_1)|\le m\). Find the SHAKE step that turns the rotor by at most a quarter turn.

**Solution.** Divide the balance (T) by \(m\). The next turn must satisfy

\[
\sin(u_2-u_1)=s,\qquad s=\sin(u_1-u_0)+\frac{h^2\tau(F,u_1)}{m}.
\]

The assumption says \(|ms|\le m\), hence \(-1\le s\le 1\). On \([-\pi/2,\pi/2]\) the sine takes each such value exactly once, so

\[
u_2=u_1+\arcsin s .
\]

The restriction to a quarter turn selects a branch. The correction moves the particle along a line parallel to \(x_1\), and for \(|s|<1\) this line meets the unit circle in two points. The arcsine gives the one on the same side as \(x_1\); the other is reached by the turn \(\pi-\arcsin s\).

The theorem `shakeStep_quarter_turn_iff` contains existence and uniqueness in one equivalence: an angle `u₂` is a SHAKE step within a quarter turn if and only if it is given by the arcsine formula. The proof calls the required sine `s` and derives its bounds `h1` and `h2`. In one direction it cancels \(m\) and applies `arcsin_sin`, which needs the quarter-turn range. In the other it applies `sin_arcsin`, which needs the bounds on `s`.

```lean
/-- When the old `m sin(Δu)` plus `h ^ 2` times the torque does not exceed `m` in absolute value,
the SHAKE step that turns the rotor by at most a quarter turn is unique and is given by an arcsine.
-/
theorem shakeStep_quarter_turn_iff {m : ℝ} (hm : 0 < m) (h : ℝ) (F : Fin 2 → ℝ) (u₀ u₁ u₂ : ℝ)
    (hstep : |m * sin (u₁ - u₀) + h ^ 2 * torque F u₁| ≤ m) :
    (u₂ - u₁ ∈ Set.Icc (-(π / 2)) (π / 2) ∧ ShakeStep m h F u₀ u₁ u₂) ↔
      u₂ = u₁ + arcsin (sin (u₁ - u₀) + h ^ 2 * torque F u₁ / m) := by
  generalize hs : sin (u₁ - u₀) + h ^ 2 * torque F u₁ / m = s
  have hms : m * s = m * sin (u₁ - u₀) + h ^ 2 * torque F u₁ := by
    rw [← hs]
    field_simp
  rw [← hms, abs_le] at hstep
  -- the required sine lies between -1 and 1
  have h1 : -1 ≤ s := by nlinarith [hstep.1]
  have h2 : s ≤ 1 := by nlinarith [hstep.2]
  rw [shakeStep_iff]
  unfold torque at hms
  constructor
  · rintro ⟨⟨ha, hb⟩, e⟩
    have hsin : sin (u₂ - u₁) = s :=
      mul_left_cancel₀ hm.ne' (by linear_combination e - hms)
    rw [← hsin, arcsin_sin ha hb]
    ring
  · intro hu
    have e : u₂ - u₁ = arcsin s := by rw [hu]; ring
    rw [e, sin_arcsin h1 h2]
    exact ⟨⟨neg_pi_div_two_le_arcsin s, arcsin_le_pi_div_two s⟩, by linear_combination hms⟩
```

## (f) When a next position exists

**Task.** For \(m>0\), decide when any next position exists at all.

**Solution.** If \(u_2\) completes a SHAKE step, the balance (T) can be written as

\[
m\sin(u_1-u_0)+h^2\tau(F,u_1)=m\sin(u_2-u_1).
\]

The right side lies between \(-m\) and \(m\), so

\[
|m\sin(u_1-u_0)+h^2\tau(F,u_1)|\le m .
\]

Conversely, under this inequality part (e) supplies a next angle.

If the inequality fails for this rotor, the multiplier equation has no real solution, and no change of iteration scheme or tolerance will produce one. A smaller time step, with the previous position chosen to match it, is the natural remedy.

In `exists_shakeStep_iff` the angle `u₂` is unrestricted, so the criterion also covers turns larger than a quarter turn. The first half of the proof uses the bounds on the sine; the second takes the arcsine solution from part (e).

```lean
/-- A next SHAKE position exists exactly when the old `m sin(Δu)` plus `h ^ 2` times the torque
does not exceed `m` in absolute value. -/
theorem exists_shakeStep_iff {m : ℝ} (hm : 0 < m) (h : ℝ) (F : Fin 2 → ℝ) (u₀ u₁ : ℝ) :
    (∃ u₂, ShakeStep m h F u₀ u₁ u₂) ↔
      |m * sin (u₁ - u₀) + h ^ 2 * torque F u₁| ≤ m := by
  constructor
  · rintro ⟨u₂, hu⟩
    rw [shakeStep_iff] at hu
    have e : m * sin (u₁ - u₀) + h ^ 2 * torque F u₁ = m * sin (u₂ - u₁) := by
      unfold torque
      linear_combination -hu
    rw [e, abs_le]
    constructor
    · nlinarith [neg_one_le_sin (u₂ - u₁)]
    · nlinarith [sin_le_one (u₂ - u₁)]
  · intro hstep
    exact ⟨_, ((shakeStep_quarter_turn_iff hm h F u₀ u₁ _ hstep).2 rfl).2⟩
```

## (g) Free rotation

**Task.** Set \(F=0\), and let both turns \(u_1-u_0\) and \(u_2-u_1\) lie in \([-\pi/2,\pi/2]\). Show that the SHAKE steps are exactly the steps of uniform rotation.

**Solution.** Without force the balance reads

\[
m\sin(u_2-u_1)=m\sin(u_1-u_0).
\]

For \(m\ne0\) the mass cancels. The sine is injective on \([-\pi/2,\pi/2]\), so \(u_2-u_1=u_1-u_0\). Conversely, equal turns have equal sines, and the balance holds.

If the first two positions are taken from an exact uniform rotation whose turn per step lies in this range, and if all later turns lie in it too, the force-free SHAKE trajectory therefore stays on that rotation. The range matters: the turn \(u_2-u_1=\pi-(u_1-u_0)\) has the same sine, and belongs to the second intersection point described in part (e).

In `free_shakeStep_iff` the zero in the place of the force is the zero vector, and `simp only` removes the torque. The injectivity of the sine enters as `injOn_sin`, with the two range hypotheses `h₂` and `h₁`.

```lean
/-- Without external force, and with turns of at most a quarter turn, a SHAKE step is exactly
a step of uniform rotation. -/
theorem free_shakeStep_iff {m : ℝ} (hm : m ≠ 0) (h : ℝ) {u₀ u₁ u₂ : ℝ}
    (h₁ : u₁ - u₀ ∈ Set.Icc (-(π / 2)) (π / 2))
    (h₂ : u₂ - u₁ ∈ Set.Icc (-(π / 2)) (π / 2)) :
    ShakeStep m h 0 u₀ u₁ u₂ ↔ u₂ - u₁ = u₁ - u₀ := by
  rw [shakeStep_iff]
  simp only [Pi.zero_apply, zero_mul, sub_zero, mul_zero]
  constructor
  · intro e
    -- the sine is injective on this range of angles
    exact injOn_sin h₂ h₁ (mul_left_cancel₀ hm (by linear_combination e))
  · intro e
    rw [e]
    ring

end

end ShakePlanarRotor
```

```lean
#print axioms ShakePlanarRotor.angular_momentum_balance
#print axioms ShakePlanarRotor.shakeStep_quarter_turn_iff
#print axioms ShakePlanarRotor.exists_shakeStep_iff
#print axioms ShakePlanarRotor.free_shakeStep_iff
```

```
'ShakePlanarRotor.angular_momentum_balance' depends on axioms: [propext, Classical.choice, Quot.sound]
'ShakePlanarRotor.shakeStep_quarter_turn_iff' depends on axioms: [propext, Classical.choice, Quot.sound]
'ShakePlanarRotor.exists_shakeStep_iff' depends on axioms: [propext, Classical.choice, Quot.sound]
'ShakePlanarRotor.free_shakeStep_iff' depends on axioms: [propext, Classical.choice, Quot.sound]
```
